# A separable state is never purer than either of its marginals

At the end of each run of my two-qubit simulation I take the density matrix ρ, compute Tr ρ² and Tr ρ_A² with ρ_A = Tr_B ρ, and flag the state as entangled if the first number is larger. For the Bell state (|00⟩ + |11⟩)/√2 I get 1 against 1/2, so it is flagged, as it should be.

What bothers me is the equal mixture of |00⟩⟨00| and |11⟩⟨11|. It is only classically correlated, yet it gives 1/2 against 1/2, right on the border. Could some cleverer mixture of product states, with non-orthogonal factors and uneven weights, end up on the wrong side and be flagged by mistake?

## No mixture of products crosses the border

No. However the factors and weights are chosen, a separable state satisfies Tr ρ² ≤ Tr ρ_A², and likewise Tr ρ² ≤ Tr ρ_B² with ρ_B = Tr_A ρ. A flag is therefore a proof of entanglement. The absence of a flag does not prove separability: the equal mixture of the Bell state and the maximally mixed state I/4 has purity 7/16 against 1/2, so it is not flagged, yet it is entangled, since its partial transpose has the eigenvalue −1/8.

Write the separable state as

ρ = ∑_k p_k a_k ⊗ b_k,

where the p_k are probabilities and the a_k and b_k are density matrices of the two subsystems. The argument needs one fact about overlaps. For positive semidefinite matrices A and B of the same size (here the letters do not stand for the subsystems),

0 ≤ Tr AB ≤ Tr A · Tr B.

To see this, factor A = C†C and B = D†D, and set M = CD†. By cyclicity of the trace,

Tr AB = Tr C†C D†D = Tr M†M = ∑_k ∑_i |M_ik|² ≥ 0.

Each entry is M_ik = ∑_j C_ij D_kj*, so Cauchy-Schwarz gives

|M_ik|² ≤ (∑_j |C_ij|²)(∑_j |D_kj|²).

Summing over i and k turns the right-hand side into Tr C†C · Tr D†D = Tr A · Tr B. For two density matrices, the overlap therefore lies between 0 and 1.

Now square the mixture. The trace of a tensor product is the product of the traces, so

Tr ρ² = ∑_k ∑_l p_k p_l Tr(a_k a_l) Tr(b_k b_l).

Since Tr b_k = 1, the first marginal is ρ_A = ∑_k p_k a_k, and

Tr ρ_A² = ∑_k ∑_l p_k p_l Tr(a_k a_l).

Subtracting,

Tr ρ_A² − Tr ρ² = ∑_k ∑_l p_k p_l Tr(a_k a_l) [1 − Tr(b_k b_l)] ≥ 0,

because every factor in every term is nonnegative. Exchanging the roles of a and b gives the bound for ρ_B.

Your borderline mixture makes every term vanish: for k = l the bracket is zero, and for k ≠ l the overlap Tr(a_k a_l) is zero. Other factors or weights can make terms positive but never negative, so no choice takes the state across the border.

## Why the Bell state is flagged

Take two d-level systems in the state (|00⟩ + |11⟩ + ⋯)/√d. With δ the Kronecker delta, the matrix elements between the basis states |x₁x₂⟩ and |y₁y₂⟩ are

ρ(x, y) = δ(x₁, x₂) δ(y₁, y₂)/d.

In ρ² the sum over the intermediate pair has d nonzero terms, each carrying 1/d², so ρ² = ρ. The diagonal has d entries equal to 1/d, so Tr ρ = 1 and the global purity is 1. Tracing out the second system leaves δ(i, j)/d, which is the identity divided by d, with purity d · (1/d²) = 1/d. For d ≥ 2 this is below 1, so the state cannot be separable. The Bell state is d = 2.

The smallest case, d = 1, shows where the violation disappears. Each system then has a single level, the state is the product |00⟩, and both purities equal 1.

## What the Lean statements say

The index types `m` and `n` are finite sets of basis labels for subsystems A and B, not integers, and the composite system is indexed by pairs in `m × n`. `IsDensity` requires a positive semidefinite matrix of trace one. `purity` is the real part of Tr ρ²; for a Hermitian ρ that trace is already real, so nothing is lost. `traceB` removes the second subsystem and `traceA` the first.

`IsSeparable` says that there are some number `N` of terms, nonnegative weights `p` summing to one, and density matrices `a k` and `b k` whose Kronecker products `a k ⊗ₖ b k`, mixed with these weights, give ρ. The local states may themselves be mixed.

The main theorem, `separable_purity_le`, takes this as its only physical hypothesis and concludes both purity inequalities. `maxEntangled_not_separable` states that the d-level state above is not separable when `2 ≤ d`. `maxEntangled_purity` gives the values 1 and 1/d for d ≥ 1, computing only the first marginal, which is enough for a violation. `bell_purity` is its case d = 2.

For quantum mechanics this means that two purities can certify entanglement between two subsystems of finite dimension with a fixed tensor-product split. What remains for you to justify is the numerical comparison: a flag is safe if the absolute errors of the two computed purities add up to less than the gap between them.

```lean
import Mathlib

open Matrix
open scoped ComplexOrder MatrixOrder Kronecker

namespace SeparablePurity

noncomputable section

variable {m n : Type*} [Fintype m] [Fintype n]

/-- A density matrix: positive semidefinite with trace one. -/
structure IsDensity (ρ : Matrix n n ℂ) : Prop where
  pos : ρ.PosSemidef
  trace_one : ρ.trace = 1

/-- The purity of a state, the real part of `Tr ρ²`. -/
def purity (ρ : Matrix n n ℂ) : ℝ := (ρ * ρ).trace.re

/-- The partial trace over the second subsystem, `Tr_B ρ`. -/
def traceB (ρ : Matrix (m × n) (m × n) ℂ) : Matrix m m ℂ :=
  Matrix.of fun i j => ∑ x, ρ (i, x) (j, x)

/-- The partial trace over the first subsystem, `Tr_A ρ`. -/
def traceA (ρ : Matrix (m × n) (m × n) ℂ) : Matrix n n ℂ :=
  Matrix.of fun i j => ∑ x, ρ (x, i) (x, j)

/-- A separable state: a finite mixture, with probability weights, of products of
density matrices. -/
def IsSeparable (ρ : Matrix (m × n) (m × n) ℂ) : Prop :=
  ∃ (N : ℕ) (p : Fin N → ℝ) (a : Fin N → Matrix m m ℂ) (b : Fin N → Matrix n n ℂ),
    (∀ k, 0 ≤ p k) ∧ ∑ k, p k = 1 ∧ (∀ k, IsDensity (a k)) ∧ (∀ k, IsDensity (b k)) ∧
    ρ = ∑ k, (p k : ℂ) • (a k ⊗ₖ b k)

/-- The density matrix of `(|00⟩ + |11⟩ + ⋯)/√d` for two `d`-level systems, `d ≥ 1`. -/
def maxEntangled (d : ℕ) : Matrix (Fin d × Fin d) (Fin d × Fin d) ℂ :=
  Matrix.of fun x y =>
    (if x.1 = x.2 then 1 else 0) * (if y.1 = y.2 then 1 else 0) / (d : ℂ)

/-- `Tr M†M` is the sum of the squared moduli of the entries of `M`. -/
theorem trace_conjTranspose_mul_self (M : Matrix m n ℂ) :
    (Mᴴ * M).trace = ((∑ j, ∑ i, ‖M i j‖ ^ 2 : ℝ) : ℂ) := by
  simp only [Matrix.trace, Matrix.diag_apply, Matrix.mul_apply,
    Matrix.conjTranspose_apply, Complex.ofReal_sum]
  refine Finset.sum_congr rfl fun j _ => Finset.sum_congr rfl fun i _ => ?_
  rw [← Complex.normSq_eq_norm_sq, ← Complex.mul_conj, mul_comm]
  rfl

/-- The overlap of two positive semidefinite matrices obeys `0 ≤ Tr AB ≤ Tr A · Tr B`. -/
theorem overlap_bounds [DecidableEq n] {A B : Matrix n n ℂ}
    (hA : A.PosSemidef) (hB : B.PosSemidef) :
    0 ≤ (A * B).trace ∧ (A * B).trace ≤ A.trace * B.trace := by
  obtain ⟨C, rfl⟩ := CStarAlgebra.nonneg_iff_eq_star_mul_self.mp
    (Matrix.nonneg_iff_posSemidef.mpr hA)
  obtain ⟨D, rfl⟩ := CStarAlgebra.nonneg_iff_eq_star_mul_self.mp
    (Matrix.nonneg_iff_posSemidef.mpr hB)
  simp only [Matrix.star_eq_conjTranspose]
  -- the overlap is the squared Frobenius norm of `C D†`
  have h : (Cᴴ * C * (Dᴴ * D)).trace = ((C * Dᴴ)ᴴ * (C * Dᴴ)).trace := by
    rw [Matrix.conjTranspose_mul, Matrix.conjTranspose_conjTranspose,
      ← Matrix.mul_assoc, Matrix.trace_mul_comm]
    simp only [Matrix.mul_assoc]
  rw [h, trace_conjTranspose_mul_self, trace_conjTranspose_mul_self,
    trace_conjTranspose_mul_self, ← Complex.ofReal_mul]
  refine ⟨Complex.zero_le_real.mpr (by positivity), Complex.real_le_real.mpr ?_⟩
  -- Cauchy-Schwarz for each entry of `C D†`
  have cs : ∀ k i, ‖(C * Dᴴ) i k‖ ^ 2 ≤ (∑ j, ‖C i j‖ ^ 2) * ∑ j, ‖D k j‖ ^ 2 := by
    intro k i
    have h1 : ‖(C * Dᴴ) i k‖ ≤ ∑ j, ‖C i j‖ * ‖D k j‖ := by
      rw [Matrix.mul_apply]
      refine (norm_sum_le _ _).trans (le_of_eq ?_)
      refine Finset.sum_congr rfl fun j _ => ?_
      rw [norm_mul, Matrix.conjTranspose_apply, norm_star]
    exact (pow_le_pow_left₀ (norm_nonneg _) h1 2).trans
      (Finset.sum_mul_sq_le_sq_mul_sq _ _ _)
  refine (Finset.sum_le_sum fun k _ => Finset.sum_le_sum fun i _ => cs k i).trans
    (le_of_eq ?_)
  simp only [← Finset.sum_mul, ← Finset.mul_sum]
  rw [Finset.sum_comm (f := fun i j => ‖C i j‖ ^ 2),
    Finset.sum_comm (f := fun k j => ‖D k j‖ ^ 2)]

/-- For `ρ = ∑ p_k x_k`, `Tr ρ²` is the weighted double sum of the overlaps `Tr x_k x_l`. -/
theorem trace_mixture_sq {N : ℕ} (p : Fin N → ℝ) (x : Fin N → Matrix n n ℂ) :
    ((∑ k, (p k : ℂ) • x k) * (∑ k, (p k : ℂ) • x k)).trace =
      ∑ k, ∑ l, (p k : ℂ) * (p l : ℂ) * (x k * x l).trace := by
  rw [Finset.sum_mul_sum]
  simp only [Matrix.trace_sum]
  refine Finset.sum_congr rfl fun k _ => Finset.sum_congr rfl fun l _ => ?_
  rw [Matrix.smul_mul, Matrix.mul_smul, Matrix.trace_smul, Matrix.trace_smul,
    smul_eq_mul, smul_eq_mul]
  ring

/-- If all factors have trace one, the marginals of `∑ p_k a_k ⊗ b_k` are
`∑ p_k a_k` and `∑ p_k b_k`. -/
theorem marginals_mixture {N : ℕ} (p : Fin N → ℝ) (a : Fin N → Matrix m m ℂ)
    (b : Fin N → Matrix n n ℂ) (ha : ∀ k, (a k).trace = 1) (hb : ∀ k, (b k).trace = 1) :
    traceB (∑ k, (p k : ℂ) • (a k ⊗ₖ b k)) = ∑ k, (p k : ℂ) • a k ∧
    traceA (∑ k, (p k : ℂ) • (a k ⊗ₖ b k)) = ∑ k, (p k : ℂ) • b k := by
  constructor <;> ext i j <;>
    simp only [traceB, traceA, Matrix.of_apply, Matrix.sum_apply, Matrix.smul_apply,
      Matrix.kroneckerMap_apply, smul_eq_mul] <;>
    rw [Finset.sum_comm] <;> refine Finset.sum_congr rfl fun k _ => ?_
  · rw [← Finset.mul_sum, ← Finset.mul_sum, show ∑ x, b k x x = 1 from hb k, mul_one]
  · rw [← Finset.mul_sum, ← Finset.sum_mul, show ∑ x, a k x x = 1 from ha k, one_mul]

/-- The purity of a separable state is at most the purity of either of its marginals. -/
theorem separable_purity_le [DecidableEq m] [DecidableEq n]
    {ρ : Matrix (m × n) (m × n) ℂ} (h : IsSeparable ρ) :
    purity ρ ≤ purity (traceB ρ) ∧ purity ρ ≤ purity (traceA ρ) := by
  obtain ⟨N, p, a, b, hp, -, ha, hb, rfl⟩ := h
  obtain ⟨hB, hA⟩ := marginals_mixture p a b (fun k => (ha k).trace_one)
    (fun k => (hb k).trace_one)
  have hpp : ∀ k l, (0 : ℂ) ≤ (p k : ℂ) * (p l : ℂ) := fun k l =>
    mul_nonneg (Complex.zero_le_real.mpr (hp k)) (Complex.zero_le_real.mpr (hp l))
  -- overlaps of product states factorise
  have ht : ∀ k l, ((a k ⊗ₖ b k) * (a l ⊗ₖ b l)).trace =
      (a k * a l).trace * (b k * b l).trace := fun k l => by
    rw [← Matrix.mul_kronecker_mul, Matrix.trace_kronecker]
  have oa := fun k l => overlap_bounds (ha k).pos (ha l).pos
  have ob := fun k l => overlap_bounds (hb k).pos (hb l).pos
  simp only [(ha _).trace_one, mul_one] at oa
  simp only [(hb _).trace_one, mul_one] at ob
  unfold purity
  rw [hB, hA, trace_mixture_sq, trace_mixture_sq, trace_mixture_sq]
  -- the overlap of the discarded subsystem is at most one, term by term
  constructor <;> refine (Complex.le_def.mp (Finset.sum_le_sum fun k _ =>
    Finset.sum_le_sum fun l _ => mul_le_mul_of_nonneg_left ?_ (hpp k l))).1 <;> rw [ht]
  · exact mul_le_of_le_one_right (oa k l).1 (ob k l).2
  · exact mul_le_of_le_one_left (ob k l).1 (oa k l).2

/-- For `d ≥ 1` the maximally entangled matrix is a density matrix and a projector. -/
theorem maxEntangled_isDensity {d : ℕ} (hd : d ≠ 0) :
    IsDensity (maxEntangled d) ∧ maxEntangled d * maxEntangled d = maxEntangled d := by
  have hd' : (d : ℂ) ≠ 0 := Nat.cast_ne_zero.mpr hd
  have hδ : ∑ y : Fin d × Fin d, (if y.1 = y.2 then (1 : ℂ) else 0) = d := by
    simp only [Fintype.sum_prod_type, Finset.sum_ite_eq, Finset.mem_univ, if_true,
      Finset.sum_const, Finset.card_univ, Fintype.card_fin, nsmul_eq_mul, mul_one]
  have hsq : maxEntangled d * maxEntangled d = maxEntangled d := by
    ext x z
    simp only [maxEntangled, Matrix.mul_apply, Matrix.of_apply]
    calc _ = ∑ y : Fin d × Fin d, ((if x.1 = x.2 then (1 : ℂ) else 0) *
            (if z.1 = z.2 then 1 else 0) / (d : ℂ) ^ 2) * (if y.1 = y.2 then 1 else 0) := by
          refine Finset.sum_congr rfl fun y _ => ?_
          by_cases hy : y.1 = y.2
          · simp only [hy, if_true]
            ring
          · simp [hy]
      _ = _ := by
          rw [← Finset.mul_sum, hδ]
          field_simp
  have hH : (maxEntangled d)ᴴ = maxEntangled d := by
    ext x y
    by_cases hx : x.1 = x.2 <;> by_cases hy : y.1 = y.2 <;>
      simp [maxEntangled, Matrix.conjTranspose_apply, hx, hy]
  refine ⟨⟨?_, ?_⟩, hsq⟩
  · have h := Matrix.posSemidef_conjTranspose_mul_self (maxEntangled d)
    rwa [hH, hsq] at h
  · calc (maxEntangled d).trace
        = ∑ y : Fin d × Fin d, (if y.1 = y.2 then (1 : ℂ) else 0) / d := by
          refine Finset.sum_congr rfl fun y _ => ?_
          by_cases hy : y.1 = y.2 <;> simp [maxEntangled, hy]
      _ = 1 := by rw [← Finset.sum_div, hδ, div_self hd']

/-- For `d ≥ 1` the maximally entangled state has purity `1`, and its first marginal
has purity `1/d`. -/
theorem maxEntangled_purity {d : ℕ} (hd : d ≠ 0) :
    purity (maxEntangled d) = 1 ∧ purity (traceB (maxEntangled d)) = 1 / d := by
  have hd' : (d : ℂ) ≠ 0 := Nat.cast_ne_zero.mpr hd
  obtain ⟨hρ, hsq⟩ := maxEntangled_isDensity hd
  refine ⟨by rw [purity, hsq, hρ.trace_one, Complex.one_re], ?_⟩
  -- the marginal is `I/d`
  have hm : traceB (maxEntangled d) = (1 / (d : ℂ)) • (1 : Matrix (Fin d) (Fin d) ℂ) := by
    ext i j
    simp only [traceB, maxEntangled, Matrix.of_apply, ← Finset.sum_div]
    rcases eq_or_ne i j with rfl | h
    · simp
    · simp [h]
  have ht : (traceB (maxEntangled d) * traceB (maxEntangled d)).trace
      = ((1 / d : ℝ) : ℂ) := by
    rw [hm, Matrix.smul_mul, Matrix.mul_smul, Matrix.trace_smul, Matrix.trace_smul,
      mul_one, Matrix.trace_one, Fintype.card_fin, smul_eq_mul, smul_eq_mul]
    push_cast
    field_simp
  rw [purity, ht, Complex.ofReal_re]

/-- The maximally entangled state of two `d`-level systems with `d ≥ 2` is not separable. -/
theorem maxEntangled_not_separable {d : ℕ} (hd : 2 ≤ d) :
    ¬ IsSeparable (maxEntangled d) := by
  intro h
  have hle := (separable_purity_le h).1
  obtain ⟨h1, h2⟩ := maxEntangled_purity (d := d) (by omega)
  have hd' : (2 : ℝ) ≤ d := by exact_mod_cast hd
  rw [h1, h2, le_div_iff₀ (by linarith)] at hle
  linarith

/-- The two-qubit Bell state `(|00⟩ + |11⟩)/√2` has purity `1`, and its first marginal
has purity `1/2`. -/
theorem bell_purity :
    purity (maxEntangled 2) = 1 ∧ purity (traceB (maxEntangled 2)) = 1 / 2 := by
  simpa using maxEntangled_purity (d := 2) two_ne_zero

end

end SeparablePurity
```

```lean
#print axioms SeparablePurity.separable_purity_le
-- 'SeparablePurity.separable_purity_le' depends on axioms: [propext, Classical.choice, Quot.sound]
#print axioms SeparablePurity.maxEntangled_not_separable
-- 'SeparablePurity.maxEntangled_not_separable' depends on axioms: [propext, Classical.choice, Quot.sound]
#print axioms SeparablePurity.bell_purity
-- 'SeparablePurity.bell_purity' depends on axioms: [propext, Classical.choice, Quot.sound]
```

## From the overlap bound to the theorem in Lean

`trace_conjTranspose_mul_self` is the identity Tr M†M = ∑ |M_ij|², obtained by expanding the trace and comparing entries.

`overlap_bounds` follows the factorisation argument. The two `obtain` lines replace A and B by C†C and D†D, the step `h` is the cyclic rearrangement, and `cs` is Cauchy-Schwarz for one entry of CD†. The closing lines sum over the entries and reorder the sums. The inequalities here are between complex numbers, where z ≤ w means that the real parts are ordered and the imaginary parts agree. The statement `0 ≤ (A * B).trace` thus also says that the overlap is real.

`trace_mixture_sq` expands the trace of the square of any weighted sum into the double sum of overlaps, and `marginals_mixture` computes both partial traces, using that the discarded factor has trace one.

`separable_purity_le` unpacks the decomposition and rewrites all three purities as double sums. The step `ht` factorises the overlaps of product states, while `oa` and `ob` hold the bounds 0 ≤ overlap ≤ 1 for the two subsystems. The comparison is then made term by term with `Finset.sum_le_sum`: `mul_le_of_le_one_right` drops the factor from B, and `mul_le_of_le_one_left` drops the one from A. The real part of the resulting complex inequality is the claim. The normalisation of the weights is discarded on unpacking, since both sides are quadratic in p and the comparison needs only nonnegative weights.

`maxEntangled_isDensity` checks that the explicit matrix is a state, so that its failure to be separable is not merely a failure to be a density matrix. It proves ρ² = ρ and ρ† = ρ entry by entry; positivity follows because ρ = ρ†ρ. `maxEntangled_purity` uses the projector property for the global value and identifies the marginal as the identity over d for the local one. If the state were separable, the main theorem would give 1 ≤ 1/d, hence d ≤ 1, and `maxEntangled_not_separable` ends with this contradiction to d ≥ 2.
